# For parallel dipoles in a plane, no axis has higher dipolar energy than the normal

## Two dipoles

Place two parallel unit dipoles a distance \(r\) apart on the x axis. Their energy is \(1/r^3\) if they point along z, \(1/r^3\) along y, and \(-2/r^3\) along x. The normal to the xy plane has the highest value, and the two in-plane values add up to minus that value. Both facts survive for any finite set of at least two distinct points in the plane, although the individual in-plane energies then depend on the arrangement.

The dipolar interaction is also the source of the shape anisotropy of thin magnetic films. The model here is a single flat layer of finitely many point dipoles that are held parallel, without exchange or crystalline anisotropy.

## Energies of a planar set

Let the sites \(x_i\) be at least two distinct points in the xy plane, with \(r_{ij}=x_j-x_i\) and \(|r_{ij}|\) its length. For a common dipole direction \(n\), define

\[
E(n)=\sum_{i<j}\left[\frac{n\cdot n}{|r_{ij}|^3}-\frac{3(n\cdot r_{ij})^2}{|r_{ij}|^5}\right],\qquad W=\sum_{i<j}\frac1{|r_{ij}|^3}.
\]

To obtain the physical energy, multiply \(E(n)\) by the dipolar coupling constant, which is \(\mu_0m^2/4\pi\) for magnetic moments of size \(m\).

The main theorem, `planar_dipolar_anisotropy`, says that \(W>0\), \(E(e_z)=W\), \(E(e_x)+E(e_y)=-W\), and \(E(n)\le W\) for every unit \(n\), in the plane or not. It also gives an in-plane unit axis at least \(3W/2\) below \(e_z\).

In Lean, `x : Fin N → Fin 3 → ℝ` lists the positions, and components are numbered 0, 1, 2. The hypothesis `Function.Injective x` makes the sites distinct, `hplane` sets component 2 to zero, and `hN` requires at least two sites. `pairs N` counts each pair once. `len` is the Euclidean length, defined explicitly because Mathlib's default norm on `Fin 3 → ℝ` is the largest absolute component. Infinite lattices and non-parallel dipoles are not covered.

## From the pair sum to the gap

For unit \(n\), the first term of each pair contributes to \(W\), so

\[
E(n)=W-3\sum_{i<j}\frac{(n\cdot r_{ij})^2}{|r_{ij}|^5}\le W.
\]

Equality holds exactly when \(n\) is perpendicular to every \(r_{ij}\). The normal \(e_z\) is, hence \(E(e_z)=W\).

Now take an in-plane unit axis \(a=(a_0,a_1,0)\) and its quarter turn \(a'=(-a_1,a_0,0)\). For \(r=(r_0,r_1,0)\),

\[
(a\cdot r)^2+(a'\cdot r)^2=(a_0^2+a_1^2)(r_0^2+r_1^2)=|r|^2 .
\]

Summing over pairs gives \(E(a)+E(a')=2W-3W=-W\). With \(a=e_x\), the lower of \(E(e_x)\) and \(E(e_y)\) is at most \(-W/2=E(e_z)-3W/2\).

The constant \(3/2\) is the best possible. An equilateral triangle of side 1 has \(W=3\), and its three squared projections add up to

\[
n_0^2+2\left(\tfrac14n_0^2+\tfrac34n_1^2\right)=\tfrac32
\]

for every in-plane unit \(n\). Thus \(E(n)=3-\tfrac92=-\tfrac32\), exactly \(3W/2\) below the normal.

## The same sums in a program

A program can accumulate the matrix \(D=\sum_{i<j}(I/|r_{ij}|^3-3\,r_{ij}r_{ij}^{T}/|r_{ij}|^5)\) once and evaluate \(E(n)=n^TDn\) for any axis. For a cluster in the xy plane, \(D_{zz}=W\) and \(D_{xx}+D_{yy}=-W\) are quick checks; a loop over ordered pairs needs a factor \(1/2\).

## The Lean file

```lean
import Mathlib

open Matrix

namespace PlanarDipoles

noncomputable section

/-- The length of a vector in three-dimensional space. -/
def len (r : Fin 3 → ℝ) : ℝ := √(r ⬝ᵥ r)

/-- The dipolar energy of two equal dipoles `n` separated by `r ≠ 0`, in units of the
dipolar coupling constant. -/
def pairEnergy (n r : Fin 3 → ℝ) : ℝ :=
  (n ⬝ᵥ n) / len r ^ 3 - 3 * (n ⬝ᵥ r) ^ 2 / len r ^ 5

/-- The pairs of sites, each counted once. -/
def pairs (N : ℕ) : Finset (Fin N × Fin N) :=
  Finset.univ.filter (fun p => p.1 < p.2)

/-- The vector that joins the two sites of a pair. -/
def bond {N : ℕ} (x : Fin N → Fin 3 → ℝ) (p : Fin N × Fin N) : Fin 3 → ℝ :=
  x p.2 - x p.1

/-- The dipolar energy `E(n)` of parallel dipoles `n` on distinct sites `x`. -/
def energy {N : ℕ} (x : Fin N → Fin 3 → ℝ) (n : Fin 3 → ℝ) : ℝ :=
  ∑ p ∈ pairs N, pairEnergy n (bond x p)

/-- The sum `W` of `1/r³` over all pairs of distinct sites `x`. -/
def strength {N : ℕ} (x : Fin N → Fin 3 → ℝ) : ℝ :=
  ∑ p ∈ pairs N, 1 / len (bond x p) ^ 3

/-- The in-plane part of an axis, turned by 90 degrees about the z axis. -/
def quarterTurn (a : Fin 3 → ℝ) : Fin 3 → ℝ := ![-a 1, a 0, 0]

/-- The scalar product in Cartesian components. -/
theorem dot3 (a b : Fin 3 → ℝ) : a ⬝ᵥ b = a 0 * b 0 + a 1 * b 1 + a 2 * b 2 := by
  simp only [dotProduct, Fin.sum_univ_three]

/-- The squared length is the scalar product of a vector with itself. -/
theorem len_sq (r : Fin 3 → ℝ) : len r ^ 2 = r ⬝ᵥ r := by
  apply Real.sq_sqrt
  rw [dot3]
  linarith [mul_self_nonneg (r 0), mul_self_nonneg (r 1), mul_self_nonneg (r 2)]

/-- Distinct sites are a positive distance apart. -/
theorem len_bond_pos {N : ℕ} {x : Fin N → Fin 3 → ℝ} (hx : Function.Injective x)
    {p : Fin N × Fin N} (hp : p ∈ pairs N) : 0 < len (bond x p) := by
  have hlt : p.1 < p.2 := (Finset.mem_filter.1 hp).2
  have hb : bond x p ≠ 0 := sub_ne_zero.2 (hx.ne hlt.ne')
  have h0 : 0 ≤ len (bond x p) := Real.sqrt_nonneg _
  refine lt_of_le_of_ne h0 (fun h => hb ?_)
  have h2 := len_sq (bond x p)
  rw [← h] at h2
  exact dotProduct_self_eq_zero.1 (by linarith)

/-- For unit dipoles the energy is `W` minus three times the sum of `(n·r)²/r⁵`. -/
theorem energy_eq {N : ℕ} (x : Fin N → Fin 3 → ℝ) (n : Fin 3 → ℝ) (hn : n ⬝ᵥ n = 1) :
    energy x n =
      strength x - 3 * ∑ p ∈ pairs N, (n ⬝ᵥ bond x p) ^ 2 / len (bond x p) ^ 5 := by
  rw [energy, strength, Finset.mul_sum, ← Finset.sum_sub_distrib]
  refine Finset.sum_congr rfl (fun p _ => ?_)
  rw [pairEnergy, hn]
  ring

/-- For distinct sites in the xy plane, unit dipoles along the z axis have energy `W`. -/
theorem energy_normal {N : ℕ} (x : Fin N → Fin 3 → ℝ) (hplane : ∀ i, x i 2 = 0) :
    energy x ![0, 0, 1] = strength x := by
  rw [energy_eq x _ (by simp)]
  have h : ∑ p ∈ pairs N,
      ((![0, 0, 1] : Fin 3 → ℝ) ⬝ᵥ bond x p) ^ 2 / len (bond x p) ^ 5 = 0 := by
    refine Finset.sum_eq_zero (fun p _ => ?_)
    have hd : (![0, 0, 1] : Fin 3 → ℝ) ⬝ᵥ bond x p = 0 := by
      have hr2 : bond x p 2 = 0 := by simp [bond, hplane]
      rw [dot3, hr2]
      simp
    rw [hd]
    simp
  rw [h]
  ring

/-- For distinct sites in the xy plane, the energies of an in-plane unit axis and of the
in-plane axis perpendicular to it add up to `-W`. -/
theorem energy_add_quarterTurn {N : ℕ} (x : Fin N → Fin 3 → ℝ)
    (hx : Function.Injective x) (hplane : ∀ i, x i 2 = 0)
    (a : Fin 3 → ℝ) (ha : a ⬝ᵥ a = 1) (ha2 : a 2 = 0) :
    energy x a + energy x (quarterTurn a) = -strength x := by
  have q0 : quarterTurn a 0 = -a 1 := rfl
  have q1 : quarterTurn a 1 = a 0 := rfl
  have q2 : quarterTurn a 2 = 0 := rfl
  have ha' : a 0 * a 0 + a 1 * a 1 = 1 := by
    rw [dot3, ha2] at ha
    linarith
  have hq : quarterTurn a ⬝ᵥ quarterTurn a = 1 := by
    rw [dot3, q0, q1, q2]
    linear_combination ha'
  rw [energy, energy, strength, ← Finset.sum_add_distrib, ← Finset.sum_neg_distrib]
  refine Finset.sum_congr rfl (fun p hp => ?_)
  have hL := len_bond_pos hx hp
  have hr2 : bond x p 2 = 0 := by simp [bond, hplane]
  -- Pythagoras for the two in-plane projections of the bond
  have key : (a ⬝ᵥ bond x p) ^ 2 + (quarterTurn a ⬝ᵥ bond x p) ^ 2
      = len (bond x p) ^ 2 := by
    rw [len_sq, dot3, dot3, dot3, q0, q1, q2, ha2, hr2]
    linear_combination (bond x p 0 ^ 2 + bond x p 1 ^ 2) * ha'
  have hdiv : (a ⬝ᵥ bond x p) ^ 2 / len (bond x p) ^ 5
      + (quarterTurn a ⬝ᵥ bond x p) ^ 2 / len (bond x p) ^ 5
      = 1 / len (bond x p) ^ 3 := by
    rw [← add_div, key, div_eq_div_iff (by positivity) (by positivity)]
    ring
  rw [pairEnergy, pairEnergy, ha, hq]
  linear_combination (-3) * hdiv

/-- For distinct sites, unit dipoles `n` have energy `W` exactly when `n` is perpendicular
to every line that joins two sites. -/
theorem energy_eq_strength_iff {N : ℕ} (x : Fin N → Fin 3 → ℝ)
    (hx : Function.Injective x) (n : Fin 3 → ℝ) (hn : n ⬝ᵥ n = 1) :
    energy x n = strength x ↔ ∀ p ∈ pairs N, n ⬝ᵥ bond x p = 0 := by
  have hnn : ∀ p ∈ pairs N, 0 ≤ (n ⬝ᵥ bond x p) ^ 2 / len (bond x p) ^ 5 :=
    fun p hp => div_nonneg (sq_nonneg _) (pow_pos (len_bond_pos hx hp) 5).le
  rw [energy_eq x n hn]
  constructor
  · intro h p hp
    -- a vanishing sum of non-negative terms vanishes term by term
    have h0 := (Finset.sum_eq_zero_iff_of_nonneg hnn).1 (by linarith) p hp
    rcases div_eq_zero_iff.1 h0 with h1 | h1
    · exact pow_eq_zero_iff (two_ne_zero) |>.1 h1
    · exact absurd h1 (pow_pos (len_bond_pos hx hp) 5).ne'
  · intro h
    have h0 : ∑ p ∈ pairs N, (n ⬝ᵥ bond x p) ^ 2 / len (bond x p) ^ 5 = 0 :=
      Finset.sum_eq_zero (fun p hp => by rw [h p hp]; simp)
    rw [h0]
    ring

/-- For at least two distinct sites in the xy plane, `W` is positive, `E(e_z) = W`,
`E(e_x) + E(e_y) = -W`, no unit axis has energy above `W`, and some in-plane unit axis lies
at least `3W/2` below `e_z`. -/
theorem planar_dipolar_anisotropy {N : ℕ} (hN : 2 ≤ N) (x : Fin N → Fin 3 → ℝ)
    (hx : Function.Injective x) (hplane : ∀ i, x i 2 = 0) :
    0 < strength x ∧
    energy x ![0, 0, 1] = strength x ∧
    energy x ![1, 0, 0] + energy x ![0, 1, 0] = -strength x ∧
    (∀ n : Fin 3 → ℝ, n ⬝ᵥ n = 1 → energy x n ≤ strength x) ∧
    ∃ n : Fin 3 → ℝ, n ⬝ᵥ n = 1 ∧ n 2 = 0 ∧
      energy x n ≤ energy x ![0, 0, 1] - 3 / 2 * strength x := by
  have hW : 0 < strength x := by
    refine Finset.sum_pos (fun p hp => ?_) ⟨(⟨0, by omega⟩, ⟨1, by omega⟩), ?_⟩
    · exact one_div_pos.2 (pow_pos (len_bond_pos hx hp) 3)
    · simp [pairs]
  have hz := energy_normal x hplane
  have hxy : energy x ![1, 0, 0] + energy x ![0, 1, 0] = -strength x := by
    have h := energy_add_quarterTurn x hx hplane ![1, 0, 0] (by simp) (by simp)
    have hq : quarterTurn ![1, 0, 0] = ![0, 1, 0] := by
      ext k
      fin_cases k <;> simp [quarterTurn]
    rwa [hq] at h
  refine ⟨hW, hz, hxy, fun n hn => ?_, ?_⟩
  · have h0 : 0 ≤ ∑ p ∈ pairs N, (n ⬝ᵥ bond x p) ^ 2 / len (bond x p) ^ 5 :=
      Finset.sum_nonneg (fun p hp =>
        div_nonneg (sq_nonneg _) (pow_pos (len_bond_pos hx hp) 5).le)
    rw [energy_eq x n hn]
    linarith
  · -- the lower of the two in-plane energies is at most their mean
    rcases le_total (energy x ![1, 0, 0]) (energy x ![0, 1, 0]) with h | h
    · exact ⟨![1, 0, 0], by simp, by simp, by linarith⟩
    · exact ⟨![0, 1, 0], by simp, by simp, by linarith⟩

/-- The corners of an equilateral triangle of side 1 in the xy plane. -/
def triangle : Fin 3 → Fin 3 → ℝ := ![![0, 0, 0], ![1, 0, 0], ![1 / 2, √3 / 2, 0]]

/-- On the equilateral triangle every in-plane unit axis lies exactly `3W/2` below `e_z`. -/
theorem triangle_sharp (n : Fin 3 → ℝ) (hn : n ⬝ᵥ n = 1) (hn2 : n 2 = 0) :
    energy triangle n = energy triangle ![0, 0, 1] - 3 / 2 * strength triangle := by
  have h3 : √3 ^ 2 = (3 : ℝ) := Real.sq_sqrt (by norm_num)
  have hsum : ∀ f : Fin 3 × Fin 3 → ℝ,
      ∑ p ∈ pairs 3, f p = f (0, 1) + f (0, 2) + f (1, 2) := by
    intro f
    have hp : pairs 3 = {(0, 1), (0, 2), (1, 2)} := by decide
    rw [hp, Finset.sum_insert (by decide), Finset.sum_insert (by decide),
      Finset.sum_singleton]
    ring
  have b1 : bond triangle (0, 1) = ![1, 0, 0] := by
    ext k
    fin_cases k <;> simp [bond, triangle]
  have b2 : bond triangle (0, 2) = ![1 / 2, √3 / 2, 0] := by
    ext k
    fin_cases k <;> simp [bond, triangle]
  have b3 : bond triangle (1, 2) = ![-1 / 2, √3 / 2, 0] := by
    ext k
    fin_cases k
    · change (1 / 2 : ℝ) - 1 = -1 / 2
      norm_num
    · change √3 / 2 - 0 = √3 / 2
      exact sub_zero _
    · change (0 : ℝ) - 0 = 0
      exact sub_zero _
  -- all three sides have length 1
  have l1 : len ![1, 0, 0] = 1 := by simp [len]
  have l2 : len ![1 / 2, √3 / 2, 0] = 1 := by
    rw [len, dot3, Real.sqrt_eq_one]
    change (1 / 2 : ℝ) * (1 / 2) + √3 / 2 * (√3 / 2) + 0 * 0 = 1
    linear_combination (1 / 4) * h3
  have l3 : len ![-1 / 2, √3 / 2, 0] = 1 := by
    rw [len, dot3, Real.sqrt_eq_one]
    change (-1 / 2 : ℝ) * (-1 / 2) + √3 / 2 * (√3 / 2) + 0 * 0 = 1
    linear_combination (1 / 4) * h3
  have hW : strength triangle = 3 := by
    rw [strength, hsum, b1, b2, b3, l1, l2, l3]
    norm_num
  have hz : energy triangle ![0, 0, 1] = strength triangle :=
    energy_normal triangle (fun i => by fin_cases i <;> simp [triangle])
  rw [dot3, hn2] at hn
  rw [hz, energy_eq triangle n (by rw [dot3, hn2]; exact hn), hW, hsum, b1, b2, b3,
    l1, l2, l3, dot3, dot3, dot3, hn2]
  change 3 - 3 * ((n 0 * 1 + n 1 * 0 + 0 * 0) ^ 2 / 1 ^ 5
    + (n 0 * (1 / 2) + n 1 * (√3 / 2) + 0 * 0) ^ 2 / 1 ^ 5
    + (n 0 * (-1 / 2) + n 1 * (√3 / 2) + 0 * 0) ^ 2 / 1 ^ 5) = (3 : ℝ) - 3 / 2 * 3
  linear_combination (-9 / 2) * hn - (3 / 2) * n 1 ^ 2 * h3

end

end PlanarDipoles
```

```lean
#print axioms PlanarDipoles.energy_normal
#print axioms PlanarDipoles.energy_eq_strength_iff
#print axioms PlanarDipoles.planar_dipolar_anisotropy
#print axioms PlanarDipoles.triangle_sharp
```

```
'PlanarDipoles.energy_normal' depends on axioms: [propext, Classical.choice, Quot.sound]
'PlanarDipoles.energy_eq_strength_iff' depends on axioms: [propext, Classical.choice, Quot.sound]
'PlanarDipoles.planar_dipolar_anisotropy' depends on axioms: [propext, Classical.choice, Quot.sound]
'PlanarDipoles.triangle_sharp' depends on axioms: [propext, Classical.choice, Quot.sound]
```

## Projections and signs in the proof

`dot3` and `len_sq` supply components and squared lengths, and `len_bond_pos` turns distinct sites into positive distances. `energy_eq` is the formula for unit \(n\), proved pair by pair; `energy_normal` makes its projections vanish.

In `energy_add_quarterTurn`, `key` is the Pythagorean identity and `hdiv` divides it by \(|r|^5\). The last `linear_combination` multiplies `hdiv` by \(-3\), which yields \(2-3=-1\) for each pair.

`energy_eq_strength_iff` settles equality, without assuming a plane: a vanishing sum of non-negative terms vanishes term by term. The main theorem gets \(W>0\) from the pair of sites 0 and 1, the bound from non-negativity, and the gap from `le_total`, which picks the lower of the x and y energies.

`triangle_sharp` lists the three bonds, shows that each has length 1, and finishes with \(n_0^2+n_1^2=1\) and \((\sqrt3)^2=3\).
